# The Curie–Weiss free energy is stationary in $-1<m<1$ exactly where $m=\tanh(b(Jm+h))$

A mean-field program can converge neatly and still report the wrong free energy. Suppose it iterates $m=\tanh(b(Jm+h))$, but its energy function contains $-Jm^2$ where $-Jm^2/2$ belongs. The loop never sees the error. The reported free energy is then in general not stationary at the converged $m$, and minus its total derivative with respect to the field in general differs from the magnetisation. The result below proves that the free energy with $-Jm^2/2$ is stationary exactly at the solutions of this equation.

Here $m$ is the mean of spins with values $\pm1$, $J$ is the strength with which a spin feels that mean, $h$ is the applied field and $b=1/(k_BT)$ is the inverse temperature.

## The free energy as a function of magnetisation

In Lean 4 with Mathlib:

```lean
import Mathlib

open Set

namespace CurieWeiss

noncomputable section
```

The file loads the mathematical library Mathlib. `open Set` allows the short name `Ioo` for an open interval.

```lean
/-- The Curie-Weiss free energy per spin at magnetisation `m`, with coupling `J`, field `h` and
inverse temperature `b`; the formula is meant for `b ≠ 0` and `-1 ≤ m ≤ 1`. -/
def freeEnergy (J h b m : ℝ) : ℝ :=
  -J * m ^ 2 / 2 - h * m + (1 / b) *
    ((1 + m) / 2 * Real.log ((1 + m) / 2) + (1 - m) / 2 * Real.log ((1 - m) / 2))
```

With up and down fractions $u=(1+m)/2$ and $v=(1-m)/2$, this reads

$$f(m)=-\frac{Jm^2}{2}-hm+\frac1b\,(u\ln u+v\ln v).$$

All quantities are real numbers (`ℝ`). The formula is the starting point; it is not derived from a many-spin Hamiltonian.

## Its slope

```lean
/-- At a magnetisation `m` strictly between `-1` and `1`, the slope of the free energy is `-J m - h`
plus `1 / b` times half the difference of the logarithms of the up and down fractions. -/
theorem hasDerivAt_freeEnergy (J h b : ℝ) {m : ℝ} (hm : m ∈ Ioo (-1 : ℝ) 1) :
    HasDerivAt (freeEnergy J h b)
      (-J * m - h + (1 / b) * ((Real.log ((1 + m) / 2) - Real.log ((1 - m) / 2)) / 2)) m := by
  have hu0 : 0 < (1 + m) / 2 := by linarith [hm.1]
  have hv0 : 0 < (1 - m) / 2 := by linarith [hm.2]
  have key : ∀ a c : ℝ, a ≠ 0 → a * (c / a) = c := by
    intro a c ha
    field_simp
  have hu : HasDerivAt (fun y : ℝ => (1 + y) / 2) (1 / 2) m :=
    ((hasDerivAt_id' m).const_add 1).div_const 2
  have hv : HasDerivAt (fun y : ℝ => (1 - y) / 2) (-1 / 2) m :=
    ((hasDerivAt_id' m).const_sub 1).div_const 2
  -- the two terms of the mixing entropy, with the sign reversed
  have hU : HasDerivAt (fun y : ℝ => (1 + y) / 2 * Real.log ((1 + y) / 2))
      (Real.log ((1 + m) / 2) / 2 + 1 / 2) m := by
    refine (hu.fun_mul (hu.log hu0.ne')).congr_deriv ?_
    show 1 / 2 * Real.log ((1 + m) / 2) + (1 + m) / 2 * (1 / 2 / ((1 + m) / 2)) = _
    rw [key _ _ hu0.ne']
    ring
  have hV : HasDerivAt (fun y : ℝ => (1 - y) / 2 * Real.log ((1 - y) / 2))
      (-Real.log ((1 - m) / 2) / 2 - 1 / 2) m := by
    refine (hv.fun_mul (hv.log hv0.ne')).congr_deriv ?_
    show -1 / 2 * Real.log ((1 - m) / 2) + (1 - m) / 2 * (-1 / 2 / ((1 - m) / 2)) = _
    rw [key _ _ hv0.ne']
    ring
  -- the energy
  have hsq : HasDerivAt (fun y : ℝ => y ^ 2) (2 * m) m := by
    simpa using hasDerivAt_pow 2 m
  have hE := ((hsq.const_mul (-J)).div_const 2).fun_sub ((hasDerivAt_id' m).const_mul h)
  have hF := hE.fun_add ((hU.fun_add hV).const_mul (1 / b))
  exact hF.congr_deriv (by ring)
```

`HasDerivAt f d m` says that `f` is differentiable at `m` with derivative `d`. The hypothesis `hm` places $m$ strictly between $-1$ and $1$, so both fractions are positive and the logarithms can be differentiated.

Since $u'=1/2$ and $v'=-1/2$, the product rule gives

$$(u\ln u)'=\tfrac12\ln u+\tfrac12,\qquad (v\ln v)'=-\tfrac12\ln v-\tfrac12.$$

The constants cancel in the sum, so

$$f'(m)=-Jm-h+\frac1b\,\frac{\ln u-\ln v}{2}.$$

In the proof, `hU` and `hV` are the derivatives of $u\ln u$ and $v\ln v$, `hE` is the energy part and `hF` adds them. The closing `ring` checks the algebra.

## From logarithms to the hyperbolic tangent

```lean
/-- The hyperbolic tangent of `x` written in terms of `exp (2 x)`. -/
theorem tanh_eq_exp (x : ℝ) :
    Real.tanh x = (Real.exp (2 * x) - 1) / (Real.exp (2 * x) + 1) := by
  have h1 : Real.exp x * Real.exp (-x) = 1 := by
    rw [← Real.exp_add, add_neg_cancel, Real.exp_zero]
  have h2 : Real.exp (2 * x) = Real.exp x * Real.exp x := by
    rw [← Real.exp_add, two_mul]
  have hp := Real.exp_pos x
  have hn := Real.exp_pos (-x)
  rw [Real.tanh_eq_sinh_div_cosh, Real.sinh_eq, Real.cosh_eq, h2,
    div_eq_div_iff (by positivity) (by positivity)]
  linear_combination (-Real.exp x) * h1
```

This is $\tanh x=(e^{2x}-1)/(e^{2x}+1)$, obtained by multiplying the numerator and denominator of $\sinh x/\cosh x$ by $e^x$. The fact used is $e^xe^{-x}=1$, named `h1`.

```lean
/-- A magnetisation strictly between `-1` and `1` equals `tanh x` exactly when half the logarithm
of the ratio of up and down fractions equals `x`. -/
theorem eq_tanh_iff {m : ℝ} (hm : m ∈ Ioo (-1 : ℝ) 1) (x : ℝ) :
    m = Real.tanh x ↔ (Real.log ((1 + m) / 2) - Real.log ((1 - m) / 2)) / 2 = x := by
  have hu0 : 0 < (1 + m) / 2 := by linarith [hm.1]
  have hv0 : 0 < (1 - m) / 2 := by linarith [hm.2]
  have hT : Real.exp (2 * x) + 1 ≠ 0 := by positivity
  rw [tanh_eq_exp, eq_div_iff hT]
  constructor
  · intro e
    have e' : (1 + m) / 2 = Real.exp (2 * x) * ((1 - m) / 2) := by
      linear_combination e / 2
    rw [e', Real.log_mul (Real.exp_ne_zero _) hv0.ne', Real.log_exp]
    ring
  · intro e
    have e1 : 2 * x = Real.log ((1 + m) / 2) - Real.log ((1 - m) / 2) := by linarith
    have e2 : Real.exp (2 * x) * ((1 - m) / 2) = (1 + m) / 2 := by
      rw [e1, Real.exp_sub, Real.exp_log hu0, Real.exp_log hv0]
      exact div_mul_cancel₀ _ hv0.ne'
    linear_combination (-2) * e2
```

The symbol `↔` means "exactly when". For $-1<m<1$, clearing the denominator turns $m=\tanh x$ into

$$m(e^{2x}+1)=e^{2x}-1\iff 1+m=e^{2x}(1-m)\iff u=e^{2x}v.$$

Taking logarithms gives $(\ln u-\ln v)/2=x$. The two bullets in the proof are the two directions: the first takes logarithms, the second exponentiates. `linear_combination` verifies an equation as a stated combination of known ones.

## Stationarity and self-consistency

```lean
/-- For `b ≠ 0`, the Curie-Weiss free energy is stationary at a magnetisation strictly between `-1`
and `1` exactly when the magnetisation solves the mean-field equation `m = tanh (b (J m + h))`. -/
theorem stationary_iff {J h b m : ℝ} (hb : b ≠ 0) (hm : m ∈ Ioo (-1 : ℝ) 1) :
    HasDerivAt (freeEnergy J h b) 0 m ↔ m = Real.tanh (b * (J * m + h)) := by
  have hder := hasDerivAt_freeEnergy J h b hm
  have hb1 : b * (1 / b) = 1 := mul_one_div_cancel hb
  rw [eq_tanh_iff hm]
  constructor
  · intro hd
    have e := hder.unique hd
    linear_combination b * e -
      ((Real.log ((1 + m) / 2) - Real.log ((1 - m) / 2)) / 2) * hb1
  · intro e
    refine hder.congr_deriv ?_
    linear_combination (1 / b) * e + (J * m + h) * hb1
```

This is the main theorem. Setting $f'(m)=0$ and multiplying by $b$ gives

$$\frac{\ln u-\ln v}{2}=b(Jm+h),$$

which by the previous equivalence is $m=\tanh(b(Jm+h))$. Every step reverses because $b\neq0$. Positive temperatures, $b>0$, are a special case.

In the forward direction, `hder.unique hd` uses the fact that a function has only one derivative at a point: the computed slope must equal zero. In the other direction, `congr_deriv` replaces the computed slope by the zero it equals.

```lean
/-- For `b ≠ 0`, every local minimum of the free energy strictly between `-1` and `1` solves the
mean-field equation. -/
theorem localMin_selfConsistent {J h b m : ℝ} (hb : b ≠ 0) (hm : m ∈ Ioo (-1 : ℝ) 1)
    (hmin : IsLocalMin (freeEnergy J h b) m) : m = Real.tanh (b * (J * m + h)) := by
  have hder := hasDerivAt_freeEnergy J h b hm
  exact (stationary_iff hb hm).1 (hder.congr_deriv (hmin.hasDerivAt_eq_zero hder))
```

At an interior local minimum the derivative vanishes, so the mean-field equation holds. The converse is not claimed, since a solution may also be a maximum.

## When a positive magnetisation appears

```lean
/-- For a positive argument the hyperbolic tangent lies strictly below its argument. -/
theorem tanh_lt_self {x : ℝ} (hx : 0 < x) : Real.tanh x < x := by
  have hd : ∀ y : ℝ, HasDerivAt (fun y => y * Real.cosh y - Real.sinh y)
      (y * Real.sinh y) y := by
    intro y
    refine (((hasDerivAt_id' y).fun_mul (Real.hasDerivAt_cosh y)).fun_sub
      (Real.hasDerivAt_sinh y)).congr_deriv ?_
    show 1 * Real.cosh y + y * Real.sinh y - Real.cosh y = y * Real.sinh y
    ring
  have hmono : StrictMonoOn (fun y => y * Real.cosh y - Real.sinh y) (Ici (0 : ℝ)) := by
    refine strictMonoOn_of_deriv_pos (convex_Ici 0)
      (fun y _ => (hd y).continuousAt.continuousWithinAt) ?_
    intro y hy
    rw [interior_Ici] at hy
    rw [(hd y).deriv]
    exact mul_pos hy (Real.sinh_pos_iff.2 hy)
  have h0 : (0 : ℝ) * Real.cosh 0 - Real.sinh 0 < x * Real.cosh x - Real.sinh x :=
    hmono (mem_Ici.2 le_rfl) (mem_Ici.2 hx.le) hx
  rw [Real.sinh_zero] at h0
  rw [Real.tanh_eq_sinh_div_cosh, div_lt_iff₀ (Real.cosh_pos x)]
  linarith
```

To show $\tanh x<x$ for $x>0$, take $g(y)=y\cosh y-\sinh y$. Then $g(0)=0$ and $g'(y)=y\sinh y>0$ for $y>0$, so $g(x)>0$. Dividing $\sinh x<x\cosh x$ by $\cosh x$ finishes the argument. `hd` is the derivative and `hmono` the resulting strict increase.

```lean
/-- The zero-field mean-field equation `m = tanh (K m)` has a solution strictly between `0` and `1`
exactly when the reduced coupling `K` exceeds one. -/
theorem exists_magnetisation_iff (K : ℝ) :
    (∃ m ∈ Ioo (0 : ℝ) 1, m = Real.tanh (K * m)) ↔ 1 < K := by
  constructor
  · rintro ⟨m, ⟨h0, -⟩, e⟩
    by_contra hK
    have hx : K * m ≤ m := by nlinarith [not_lt.1 hK]
    rcases le_or_gt (K * m) 0 with hneg | hpos
    · have ht : Real.tanh (K * m) ≤ 0 := by
        rw [Real.tanh_eq_sinh_div_cosh]
        exact div_nonpos_of_nonpos_of_nonneg (Real.sinh_nonpos_iff.2 hneg)
          (Real.cosh_pos _).le
      linarith
    · linarith [tanh_lt_self hpos]
  · intro hK
    have hK0 : 0 < K := by linarith
    obtain ⟨a, ha⟩ : ∃ a : ℝ, a = (K - 1) / (2 * K) := ⟨_, rfl⟩
    have ha0 : 0 < a := by
      rw [ha]
      exact div_pos (by linarith) (by linarith)
    have ha1 : a ≤ 1 := by
      rw [ha, div_le_iff₀ (by linarith)]
      linarith
    have hKa : 2 * (K * a) = K - 1 := by
      rw [ha]
      field_simp
    -- at the trial magnetisation `a` the hyperbolic tangent is above the diagonal
    have hlow : a < Real.tanh (K * a) := by
      have hT : K ≤ Real.exp (K - 1) := by linarith [Real.add_one_le_exp (K - 1)]
      rw [tanh_eq_exp, hKa, ha, div_lt_div_iff₀ (by linarith) (by positivity)]
      nlinarith [mul_le_mul_of_nonneg_right hT (by linarith : (0 : ℝ) ≤ K + 1),
        pow_pos (sub_pos.2 hK) 2]
    rw [Real.tanh_eq_sinh_div_cosh, lt_div_iff₀ (Real.cosh_pos _)] at hlow
    have hc : Continuous (fun m : ℝ => K * m) := continuous_const.mul continuous_id
    have hF : Continuous (fun m : ℝ => Real.sinh (K * m) - m * Real.cosh (K * m)) :=
      (Real.continuous_sinh.comp hc).sub (continuous_id.mul (Real.continuous_cosh.comp hc))
    have hone : Real.sinh (K * 1) - 1 * Real.cosh (K * 1) < 0 := by
      linarith [Real.sinh_lt_cosh (K * 1)]
    -- the crossing follows from the intermediate value theorem
    obtain ⟨m, hm, e⟩ := intermediate_value_Icc' ha1 hF.continuousOn
      (show (0 : ℝ) ∈ Icc _ _ from ⟨hone.le, by linarith⟩)
    have e' : Real.sinh (K * m) - m * Real.cosh (K * m) = 0 := e
    have hne : m ≠ 1 := by
      intro h1
      rw [h1] at e'
      linarith
    refine ⟨m, ⟨lt_of_lt_of_le ha0 hm.1, lt_of_le_of_ne hm.2 hne⟩, ?_⟩
    rw [Real.tanh_eq_sinh_div_cosh, eq_div_iff (Real.cosh_pos _).ne']
    linarith
```

The left side says that some $m$ with $0<m<1$ solves $m=\tanh(Km)$; the right side says $K>1$.

Suppose first that $K\le1$ and $m$ is such a solution. Then $Km\le m$. If $Km\le0$, then $\tanh(Km)\le0<m$. If $Km>0$, then $\tanh(Km)<Km\le m$. Either way the equation fails.

Now let $K>1$ and take the trial value $a=(K-1)/(2K)$, so that $2Ka=K-1$. From $e^{K-1}\ge K$,

$$\tanh(Ka)=\frac{e^{K-1}-1}{e^{K-1}+1}\ge\frac{K-1}{K+1}>\frac{K-1}{2K}=a.$$

Hence $\sinh(Km)-m\cosh(Km)$ is positive at $m=a$. At $m=1$ it is negative, because $\sinh K<\cosh K$. The intermediate value theorem supplies a zero between them, and this zero solves the equation. In the code, `hlow` and `hone` are the two signs.

```lean
/-- In zero field and for `b ≠ 0`, the free energy has a stationary point with magnetisation
strictly between `0` and `1` exactly when `b J > 1`. -/
theorem critical_coupling {J b : ℝ} (hb : b ≠ 0) :
    (∃ m ∈ Ioo (0 : ℝ) 1, HasDerivAt (freeEnergy J 0 b) 0 m) ↔ 1 < b * J := by
  rw [← exists_magnetisation_iff]
  refine exists_congr fun m => and_congr_right fun hm => ?_
  rw [stationary_iff hb ⟨by linarith [hm.1], hm.2⟩, add_zero, mul_assoc]

end

end CurieWeiss
```

Setting $h=0$ and $K=bJ$ joins the two results: a stationary point with $0<m<1$ exists exactly when $bJ>1$, which for positive temperature means $k_BT<J$. The theorem does not say that this point is unique or that it minimises $f$, so it locates the threshold without establishing the full phase transition.

## In a self-consistency loop

A simple program starts from a guess for $m$, replaces it by $\tanh(b(Jm+h))$ and repeats until the value stops changing. If it converges, a cheap test of the code is a central difference of the free energy at the converged $m$, with both sample points inside $(-1,1)$: it should vanish up to step size, tolerance and rounding. The misplaced factor of two from the opening shows up there at once, provided $J$ and the converged $m$ are nonzero.

The starting guess matters too. In zero field, $m=0$ reproduces itself at every temperature, yet for $b>0$ and $bJ>1$ it is a local maximum of $f$, since $f''(0)=1/b-J<0$. A search for the magnetised solution should start from a nonzero value.

Self-consistent-field calculations of electronic structure pair an energy functional with a fixed-point equation in the same manner; here the pairing is proved for a classical model with a single real order parameter.

```lean
#print axioms CurieWeiss.stationary_iff
#print axioms CurieWeiss.localMin_selfConsistent
#print axioms CurieWeiss.critical_coupling
```

```
'CurieWeiss.stationary_iff' depends on axioms: [propext, Classical.choice, Quot.sound]
'CurieWeiss.localMin_selfConsistent' depends on axioms: [propext, Classical.choice, Quot.sound]
'CurieWeiss.critical_coupling' depends on axioms: [propext, Classical.choice, Quot.sound]
```
